# For |s| < t/2, the square-lattice band is stationary exactly where sin x = sin y = 0

With nearest-neighbour hopping $t>0$ alone, the square-lattice band is $-2t(\cos x+\cos y)$, where $x$ and $y$ are the Bloch phases along the two axes. Its slope along $x$ is $2t\sin x$, which vanishes only when $\sin x=0$. A diagonal hopping $s$ changes the energy to

$$E(x,y)=-2t(\cos x+\cos y)-4s\cos x\cos y .$$

At fixed $y$ this is still a cosine in $x$, now with effective hopping $t+2s\cos y$. As long as that factor stays positive, the stationary points do not move.

## Slopes, saddles and band edges by hand

Differentiation gives

$$\partial_xE=2\sin x\,(t+2s\cos y),\qquad \partial_yE=2\sin y\,(t+2s\cos x).$$

If $|s|<t/2$, then $2s\cos y\ge-2|s|>-t$, so the first bracket is positive, and likewise the second. Both slopes therefore vanish exactly when $\sin x=\sin y=0$.

The second derivatives are

$$E_{xx}=2\cos x\,(t+2s\cos y),\quad E_{yy}=2\cos y\,(t+2s\cos x),\quad E_{xy}=-4s\sin x\sin y .$$

At $(\pi,0)$ the energy is $4s$, with $E_{xx}=-2(t+2s)<0$, $E_{yy}=2(t-2s)>0$ and $E_{xy}=0$: a saddle.

At any stationary point both cosines are $\pm1$. If they differ, the Hessian determinant is $-4(t^2-4s^2)<0$ and the energy is $4s$. If both equal $c$, the determinant is $4(t+2sc)^2>0$ and the energy is $-4tc-4s$, which equals $4s$ only if $t=-2sc$; the bound on $s$ excludes this.

For the lower band edge, write

$$E(x,y)-E(0,0)=2(1-\cos x)[t+s(1+\cos y)]+2(1-\cos y)[t+s(1+\cos x)].$$

Every factor is nonnegative when $|s|\le t/2$. Similarly,

$$E(\pi,\pi)-E(x,y)=2(1+\cos x)[t-s(1-\cos y)]+2(1+\cos y)[t-s(1-\cos x)]\ge0.$$

Take $t=1$, $s=1/4$. The energies at $(0,0)$, $(\pi,0)$ and $(\pi,\pi)$ are $-5$, $1$ and $3$, and the pure second derivatives at $(\pi,0)$ are $-3$ and $1$.

At $t=1$, $s=1/2$ the strict bound fails. The effective hopping $1+\cos y$ vanishes at $y=\pi$, so the whole line $y=\pi$ is stationary, including $(\pi/2,\pi)$, where $\sin x=1$.

When $|s|<t/2$ in this non-interacting two-hopping model, the saddle energy $4s$ is where the density of states has its logarithmic Van Hove singularity, a consequence that the theorems below leave aside.

## The band and its derivatives in Lean

```lean
import Mathlib

open Real

namespace SquareLatticeVanHove

noncomputable section
```

The phases are arbitrary real numbers, each a wave-vector component times the lattice constant, and the on-site energy is zero. A positive `s` lowers the energy at $(0,0)$.

```lean
/-- Band energy of the square lattice with nearest-neighbour hopping `t` and diagonal
hopping `s`, at Bloch phases `x` and `y`. -/
def energy (t s x y : ℝ) : ℝ :=
  -2 * t * (cos x + cos y) - 4 * s * cos x * cos y
```

Slopes and curvatures are defined as derivatives of the band, not by their closed forms.

```lean
/-- Partial derivative of the band energy along `x`. -/
def slopeX (t s x y : ℝ) : ℝ := deriv (fun u => energy t s u y) x

/-- Partial derivative of the band energy along `y`. -/
def slopeY (t s x y : ℝ) : ℝ := deriv (fun v => energy t s x v) y

/-- Pure second derivative of the band energy along `x`. -/
def curvXX (t s x y : ℝ) : ℝ := deriv (fun u => slopeX t s u y) x

/-- Pure second derivative of the band energy along `y`. -/
def curvYY (t s x y : ℝ) : ℝ := deriv (fun v => slopeY t s x v) y

/-- Mixed second derivative of the band energy. -/
def curvXY (t s x y : ℝ) : ℝ := deriv (fun v => slopeX t s x v) y
```

Lean's `deriv` returns zero where a function is not differentiable, so a vanishing slope is meaningful only once differentiability is known. The next theorem supplies it, by writing the band as a constant times $\cos u$ plus a constant.

```lean
/-- The band energy is differentiable along `x`, with derivative
`2 sin x (t + 2 s cos y)`. -/
theorem hasDerivAt_energy (t s x y : ℝ) :
    HasDerivAt (fun u => energy t s u y) (2 * sin x * (t + 2 * s * cos y)) x := by
  have e : (fun u => energy t s u y) =
      fun u => (-2 * t - 4 * s * cos y) * cos u + (-2 * t * cos y) := by
    funext u
    simp only [energy]
    ring
  rw [e]
  have h := ((Real.hasDerivAt_cos x).const_mul (-2 * t - 4 * s * cos y)).add_const
    (-2 * t * cos y)
  exact h.congr_deriv (by ring)
```

The slope along $y$ follows by exchanging the two directions.

```lean
/-- Closed forms of the two slopes of the band. -/
theorem slopes_eq (t s x y : ℝ) :
    slopeX t s x y = 2 * sin x * (t + 2 * s * cos y) ∧
    slopeY t s x y = 2 * sin y * (t + 2 * s * cos x) := by
  refine ⟨(hasDerivAt_energy t s x y).deriv, ?_⟩
  -- the band is symmetric under exchange of the two directions
  have e : (fun v => energy t s x v) = fun v => energy t s v x := by
    funext v
    simp only [energy]
    ring
  unfold slopeY
  rw [e]
  exact (hasDerivAt_energy t s y x).deriv
```

Substituting these slopes and differentiating again gives the curvatures.

```lean
/-- Closed forms of the three second derivatives of the band. -/
theorem curvatures_eq (t s x y : ℝ) :
    curvXX t s x y = 2 * cos x * (t + 2 * s * cos y) ∧
    curvYY t s x y = 2 * cos y * (t + 2 * s * cos x) ∧
    curvXY t s x y = -4 * s * sin x * sin y := by
  refine ⟨?_, ?_, ?_⟩
  · have e : (fun u => slopeX t s u y) = fun u => (2 * (t + 2 * s * cos y)) * sin u := by
      funext u
      rw [(slopes_eq t s u y).1]
      ring
    unfold curvXX
    rw [e]
    have h := (Real.hasDerivAt_sin x).const_mul (2 * (t + 2 * s * cos y))
    exact h.deriv.trans (by ring)
  · have e : (fun v => slopeY t s x v) = fun v => (2 * (t + 2 * s * cos x)) * sin v := by
      funext v
      rw [(slopes_eq t s x v).2]
      ring
    unfold curvYY
    rw [e]
    have h := (Real.hasDerivAt_sin y).const_mul (2 * (t + 2 * s * cos x))
    exact h.deriv.trans (by ring)
  · have e : (fun v => slopeX t s x v) =
        fun v => (4 * s * sin x) * cos v + 2 * t * sin x := by
      funext v
      rw [(slopes_eq t s x v).1]
      ring
    unfold curvXY
    rw [e]
    have h := ((Real.hasDerivAt_cos y).const_mul (4 * s * sin x)).add_const (2 * t * sin x)
    exact h.deriv.trans (by ring)
```

## Where the slopes vanish

The bound $|s\cos y|\le|s|$ gives a positive effective hopping.

```lean
/-- For `|s| < t/2` the effective hopping `t + 2 s cos y` is positive at every phase `y`. -/
theorem effective_hopping_pos {t s : ℝ} (h : |s| < t / 2) (y : ℝ) :
    0 < t + 2 * s * cos y := by
  have h1 : |s * cos y| ≤ |s| := by
    rw [abs_mul]
    exact mul_le_of_le_one_right (abs_nonneg s) (Real.abs_cos_le_one y)
  have h2 := neg_abs_le (s * cos y)
  linarith
```

The hypothesis `|s| < t / 2` says that diagonal hopping is weak, and it already forces $t>0$. The proof cancels the positive factor from each slope.

```lean
/-- For `|s| < t/2` both slopes of the band vanish exactly when `sin x = sin y = 0`. -/
theorem stationary_iff {t s : ℝ} (h : |s| < t / 2) (x y : ℝ) :
    (slopeX t s x y = 0 ∧ slopeY t s x y = 0) ↔ (sin x = 0 ∧ sin y = 0) := by
  rw [(slopes_eq t s x y).1, (slopes_eq t s x y).2]
  constructor
  · rintro ⟨h1, h2⟩
    -- the effective hoppings are nonzero and can be cancelled
    have h3 := (mul_eq_zero.1 h1).resolve_right (effective_hopping_pos h y).ne'
    have h4 := (mul_eq_zero.1 h2).resolve_right (effective_hopping_pos h x).ne'
    exact ⟨by linarith, by linarith⟩
  · rintro ⟨h1, h2⟩
    simp [h1, h2]
```

For positive $t$ the bound is also necessary. If $|s|\ge t/2$, some $y$ satisfies $\cos y=-t/(2s)$, constructed with `arccos`. Then $(y,y)$ is an extra stationary point if $\sin y\ne0$, and $(\pi/2,y)$ is one otherwise.

```lean
/-- For `t > 0`, the stationary points of the band are exactly the points with
`sin x = sin y = 0` if and only if `|s| < t/2`. -/
theorem stationary_iff_sharp {t s : ℝ} (ht : 0 < t) :
    (∀ x y, (slopeX t s x y = 0 ∧ slopeY t s x y = 0) ↔ (sin x = 0 ∧ sin y = 0)) ↔
      |s| < t / 2 := by
  refine ⟨fun H => ?_, fun h => stationary_iff h⟩
  by_contra hn
  have hle : t / 2 ≤ |s| := not_lt.1 hn
  have hpos : 0 < |s| := by linarith
  have hs : s ≠ 0 := abs_pos.1 hpos
  -- a phase at which the effective hopping vanishes
  obtain ⟨y, hy⟩ : ∃ y, t + 2 * s * cos y = 0 := by
    have hc : |(-t) / (2 * s)| ≤ 1 := by
      rw [abs_div, abs_neg, abs_mul, abs_of_pos ht, abs_two, div_le_one (by linarith)]
      linarith
    refine ⟨arccos ((-t) / (2 * s)), ?_⟩
    rw [Real.cos_arccos (abs_le.1 hc).1 (abs_le.1 hc).2]
    have h1 : 2 * s * ((-t) / (2 * s)) = -t := by field_simp
    linarith
  by_cases h0 : sin y = 0
  · have h1 := ((H (π / 2) y).1
      ⟨by rw [(slopes_eq t s _ y).1, hy, mul_zero],
       by rw [(slopes_eq t s _ y).2, h0]; ring⟩).1
    rw [Real.sin_pi_div_two] at h1
    exact one_ne_zero h1
  · exact h0 ((H y y).1
      ⟨by rw [(slopes_eq t s y y).1, hy, mul_zero],
       by rw [(slopes_eq t s y y).2, hy, mul_zero]⟩).2
```

## Saddle energy and band edges

At $(\pi,0)$ the closed forms reduce the signs to linear inequalities.

```lean
/-- For `|s| < t/2`, at `(π, 0)` the energy is `4 s`, the band curves downwards along `x` and
upwards along `y`, and the mixed second derivative vanishes. -/
theorem saddle_at_pi_zero {t s : ℝ} (h : |s| < t / 2) :
    energy t s π 0 = 4 * s ∧ curvXX t s π 0 < 0 ∧ 0 < curvYY t s π 0 ∧
      curvXY t s π 0 = 0 := by
  obtain ⟨h1, h2⟩ := abs_lt.1 h
  obtain ⟨c1, c2, c3⟩ := curvatures_eq t s π 0
  rw [c1, c2, c3]
  simp only [energy, Real.cos_pi, Real.cos_zero, Real.sin_pi, Real.sin_zero]
  refine ⟨by ring, by linarith, by linarith, by ring⟩
```

The general criterion assumes that both slopes vanish. The proof splits into the four sign choices for the cosines, and `nlinarith` settles each using $(t+2s)(t-2s)>0$ and squares.

```lean
/-- For `|s| < t/2`, a stationary point of the band has negative Hessian determinant
if and only if its energy is `4 s`. -/
theorem saddle_iff_energy {t s x y : ℝ} (h : |s| < t / 2)
    (hx : slopeX t s x y = 0) (hy : slopeY t s x y = 0) :
    curvXX t s x y * curvYY t s x y - curvXY t s x y ^ 2 < 0 ↔
      energy t s x y = 4 * s := by
  obtain ⟨sx, sy⟩ := (stationary_iff h x y).1 ⟨hx, hy⟩
  obtain ⟨h1, h2⟩ := abs_lt.1 h
  have p : 0 < t + 2 * s := by linarith
  have q : 0 < t - 2 * s := by linarith
  obtain ⟨c1, c2, c3⟩ := curvatures_eq t s x y
  rw [c1, c2, c3]
  simp only [energy]
  -- each cosine is 1 or -1, which leaves four cases
  rcases Real.sin_eq_zero_iff_cos_eq.1 sx with cx | cx <;>
  rcases Real.sin_eq_zero_iff_cos_eq.1 sy with cy | cy <;>
  rw [cx, cy, sx, sy] <;> constructor <;> intro h3 <;>
  nlinarith [mul_pos p q, sq_nonneg (t + 2 * s), sq_nonneg (t - 2 * s)]
```

The last theorem allows equality in the bound. It states that the extreme values are attained at $(0,0)$ and $(\pi,\pi)$, not that they are attained only there. The auxiliary inequality `key` makes the square brackets in the hand calculation nonnegative; `k1` and `k2` are the two products, up to the factor 2.

```lean
/-- For `|s| ≤ t/2` the band has its minimum at `(0, 0)` and its maximum at `(π, π)`. -/
theorem band_edges {t s : ℝ} (h : |s| ≤ t / 2) (x y : ℝ) :
    energy t s 0 0 ≤ energy t s x y ∧ energy t s x y ≤ energy t s π π := by
  obtain ⟨h1, h2⟩ := abs_le.1 h
  have ht : 0 ≤ t := by linarith
  have key : ∀ r c : ℝ, -(t / 2) ≤ r → -1 ≤ c → c ≤ 1 → 0 ≤ t + r * (1 + c) := by
    intro r c hr hc hc'
    nlinarith [mul_nonneg (by linarith : 0 ≤ r + t / 2) (by linarith : 0 ≤ 1 + c),
      mul_nonneg ht (by linarith : 0 ≤ 1 - c)]
  have a1 := Real.neg_one_le_cos x
  have a2 := Real.cos_le_one x
  have b1 := Real.neg_one_le_cos y
  have b2 := Real.cos_le_one y
  simp only [energy, Real.cos_zero, Real.cos_pi]
  -- the distance to each band edge is a sum of two nonnegative products
  constructor
  · have k1 := mul_nonneg (by linarith : 0 ≤ 1 - cos x) (key s (cos y) h1 b1 b2)
    have k2 := mul_nonneg (by linarith : 0 ≤ 1 - cos y) (key s (cos x) h1 a1 a2)
    linarith
  · have k1 := mul_nonneg (by linarith : 0 ≤ 1 + cos x)
      (key (-s) (-cos y) (by linarith) (by linarith) (by linarith))
    have k2 := mul_nonneg (by linarith : 0 ≤ 1 + cos y)
      (key (-s) (-cos x) (by linarith) (by linarith) (by linarith))
    linarith

end

end SquareLatticeVanHove
```

```lean
#print axioms SquareLatticeVanHove.stationary_iff_sharp
-- 'SquareLatticeVanHove.stationary_iff_sharp' depends on axioms: [propext, Classical.choice, Quot.sound]
#print axioms SquareLatticeVanHove.saddle_at_pi_zero
-- 'SquareLatticeVanHove.saddle_at_pi_zero' depends on axioms: [propext, Classical.choice, Quot.sound]
#print axioms SquareLatticeVanHove.saddle_iff_energy
-- 'SquareLatticeVanHove.saddle_iff_energy' depends on axioms: [propext, Classical.choice, Quot.sound]
#print axioms SquareLatticeVanHove.band_edges
-- 'SquareLatticeVanHove.band_edges' depends on axioms: [propext, Classical.choice, Quot.sound]
```
